# Parabolic band bottom from the free-electron s potential function in KKR-ASA

In the atomic-sphere approximation to multiple-scattering theory (KKR-ASA) a crystal is replaced by one sphere per atom, and the band problem splits into two parts. Here the lattice has one atom per primitive cell, and the sphere radius $w$ is fixed by making the sphere volume $4\pi w^3/3$ equal to the cell volume; the coefficient $-6$ in the structure constant below depends on this choice. The potential inside the sphere enters through potential functions $P_l(E)$, one for each angular momentum $l$, which depend on the energy $E$. The lattice enters through canonical structure constants, which depend on the Bloch vector $\mathbf k$ and not on the energy. With one atom per cell and only the s channel kept, the secular equation is the scalar condition $P(E) = S(\mathbf k)$, with $P = P_0$ and $S$ the s–s structure constant.

An empty lattice tests this scheme. With zero potential in the spheres and Rydberg units ($\hbar^2/2m = 1$), the lowest band should start as $E = |\mathbf k|^2$. Near $\mathbf k = 0$ the canonical s–s structure constant diverges like $-6/(w|\mathbf k|)^2$, so $P$ must diverge at low energy with a matching coefficient. With $\kappa = \sqrt E$, $x = \kappa w$ and $P$ written as a function of $x$, the result below is that $x^2P(x) \to -6$ as $x \to 0$, and that this turns the divergence of $S$ into $E/|\mathbf k|^2 \to 1$ for a band whose energy tends to zero from above as $\mathbf k \to 0$. The one-channel KKR-ASA equation thus gives the free-electron mass at the band bottom, for free electrons, $l = 0$ only, and with the small-$\mathbf k$ form of $S$ taken as a hypothesis.

## The radial function and the potential function

```lean
import Mathlib

open Filter Topology Real

namespace FreeElectronBandBottom

noncomputable section
```

These lines load Mathlib and make the short names for limits and for real functions such as `sin` and `cos` available.

```lean
/-- The regular free-electron s radial function `sin x / x`, with `x = κ r`. -/
def j0 (x : ℝ) : ℝ := sin x / x
```

A line starting with `def` introduces a function, here from reals to reals. This one is $j_0(x) = \sin x / x$, the solution of the free radial equation for $l = 0$ that is regular at the origin, as a function of $x = \kappa r$ with $r$ the distance from the sphere centre. At $x = 0$ itself Lean's rule $a/0 = 0$ gives the value $0$ in place of the limit $1$; this value plays no part below, where the statements about $j_0$ are made for $x \neq 0$.

```lean
/-- The logarithmic derivative `D = x j0'(x) / j0(x)` at the sphere boundary `x = κ w`. -/
def radialLogDeriv (x : ℝ) : ℝ := x * deriv j0 x / j0 x
```

The expression `deriv j0 x` is $j_0'(x)$, so the definition reads $D(x) = x\,j_0'(x)/j_0(x)$. This equals $r\,\partial_r \ln j_0(\kappa r)$ at $r = w$, the dimensionless logarithmic derivative at the sphere boundary.

```lean
/-- The free-electron s potential function `P(x) = 2 x cos x / (x cos x - sin x)`. -/
def potentialS (x : ℝ) : ℝ := 2 * x * cos x / (x * cos x - sin x)
```

The potential function is given in closed form,
$$P(x) = \frac{2x\cos x}{x\cos x - \sin x}.$$
Its denominator is written $d(x) = x\cos x - \sin x$ from here on. The next two theorems connect this formula with the ASA definition of $P$ in terms of $D$.

```lean
/-- For `x ≠ 0` the slope of the s radial function is `(x cos x - sin x) / x²`. -/
theorem hasDerivAt_j0 {x : ℝ} (hx : x ≠ 0) :
    HasDerivAt j0 ((x * cos x - sin x) / x ^ 2) x := by
  have h := (hasDerivAt_sin x).fun_div (hasDerivAt_id' x) hx
  exact h.congr_deriv (by ring)
```

In a theorem, the bracketed items after the name are variables and named hypotheses, the claim follows the colon after them, and the proof follows `:= by`. The claim `HasDerivAt j0 ((x * cos x - sin x) / x ^ 2) x` says that $j_0$ is differentiable at $x$ with derivative $d(x)/x^2$, under the hypothesis `hx` that $x \neq 0$. By hand this is the quotient rule,
$$j_0'(x) = \frac{\cos x\cdot x - \sin x\cdot 1}{x^2}.$$
In Lean `fun_div` is the quotient rule applied to the derivatives of $\sin x$ and $x$, and `ring` checks that its output is the stated expression.

```lean
/-- Where `sin x` and `x cos x - sin x` do not vanish, the potential function and the
logarithmic derivative satisfy `P D = 2 (D + 1)`. -/
theorem potentialS_mul_logDeriv {x : ℝ} (hs : sin x ≠ 0) (hd : x * cos x - sin x ≠ 0) :
    potentialS x * radialLogDeriv x = 2 * (radialLogDeriv x + 1) := by
  have hx : x ≠ 0 := by
    rintro rfl
    exact hs sin_zero
  -- D = x cot x - 1
  have hD : radialLogDeriv x = (x * cos x - sin x) / sin x := by
    unfold radialLogDeriv
    rw [(hasDerivAt_j0 hx).deriv]
    unfold j0
    field_simp
    try ring
  have h1 : (x * cos x - sin x) / sin x + 1 = x * cos x / sin x := by
    field_simp
    try ring
  have key : ∀ d : ℝ, d ≠ 0 →
      2 * x * cos x / d * (d / sin x) = 2 * (x * cos x / sin x) := by
    intro d hd
    field_simp
  rw [hD, h1]
  exact key _ hd
```

The ASA matches the sphere solution to solutions of the Laplace equation. For $l = 0$ these are $1$ and $w/r$, with logarithmic derivatives $0$ and $-1$, and the potential function is $P = 2(D+1)/D$. The factor 2 is a normalisation convention that $P$ shares with $S$, and the number $-6$ belongs to that convention. The theorem states the relation as a product, $P D = 2(D+1)$, at points where $\sin x \neq 0$ (`hs`) and $d(x) \neq 0$ (`hd`). By hand, $\sin x \neq 0$ forces $x \neq 0$, and then
$$D = x\cdot\frac{d(x)}{x^2}\cdot\frac{x}{\sin x} = \frac{d(x)}{\sin x}, \qquad D + 1 = \frac{x\cos x}{\sin x},$$
$$P D = \frac{2x\cos x}{d(x)}\cdot\frac{d(x)}{\sin x} = \frac{2x\cos x}{\sin x} = 2(D+1).$$
The steps `hx`, `hD`, `h1` and `key` are these four statements in order, and `field_simp` is the tactic that clears nonzero denominators. The theorem identifies `potentialS` as the ASA function; the later proofs work from the closed form.

## The low-energy limit

```lean
/-- The s radial function tends to `1` as `x → 0`. -/
theorem tendsto_j0 : Tendsto j0 (𝓝[≠] 0) (𝓝 1) := by
  have h := hasDerivAt_iff_tendsto_slope_zero.1 (hasDerivAt_sin 0)
  rw [cos_zero] at h
  refine h.congr fun t => ?_
  simp [j0, div_eq_inv_mul]
```

The form `Tendsto f A B` says that $f$ approaches $B$ when its argument approaches $A$. The symbol `𝓝 1` means "near 1", and `𝓝[≠] 0` means "near 0 but not equal to 0", the punctured neighbourhood. The claim is therefore $\lim_{x\to 0}\sin x/x = 1$ in the ordinary sense. The argument is that $\sin t/t$ is the difference quotient of the sine at zero,
$$\frac{\sin(0+t) - \sin 0}{t} \to \cos 0 = 1,$$
and `hasDerivAt_iff_tendsto_slope_zero` converts the known derivative into this limit.

```lean
/-- The denominator of the potential function divided by `x³` tends to `-1/3` as `x → 0`. -/
theorem tendsto_denominator :
    Tendsto (fun x : ℝ => (x * cos x - sin x) / x ^ 3) (𝓝[≠] 0) (𝓝 (-1 / 3)) := by
  have hne : ∀ᶠ x : ℝ in 𝓝[≠] 0, x ≠ 0 := eventually_mem_nhdsWithin.mono fun a ha => ha
  have hf : ∀ x : ℝ, HasDerivAt (fun x : ℝ => x * cos x - sin x) (-(x * sin x)) x := fun x =>
    (((hasDerivAt_id' x).fun_mul (hasDerivAt_cos x)).fun_sub
      (hasDerivAt_sin x)).congr_deriv (by ring)
  have hg : ∀ x : ℝ, HasDerivAt (fun x : ℝ => x ^ 3) (3 * x ^ 2) x := fun x =>
    (hasDerivAt_pow 3 x).congr_deriv (by norm_num)
  have cf : Continuous fun x : ℝ => x * cos x - sin x := by fun_prop
  have cg : Continuous fun x : ℝ => x ^ 3 := by fun_prop
  have hg' : ∀ᶠ x : ℝ in 𝓝[≠] 0, 3 * x ^ 2 ≠ 0 :=
    hne.mono fun x hx => mul_ne_zero (by norm_num) (pow_ne_zero 2 hx)
  -- the ratio of the derivatives is -(1/3) sin x / x
  have hdiv : Tendsto (fun x : ℝ => -(x * sin x) / (3 * x ^ 2)) (𝓝[≠] 0) (𝓝 (-1 / 3)) := by
    have h := tendsto_j0.const_mul (-1 / 3 : ℝ)
    rw [mul_one] at h
    refine h.congr' (hne.mono fun x hx => ?_)
    show -1 / 3 * (sin x / x) = -(x * sin x) / (3 * x ^ 2)
    field_simp
  exact HasDerivAt.lhopital_zero_nhdsNE (f' := fun x : ℝ => -(x * sin x))
    (g' := fun x : ℝ => 3 * x ^ 2) (Eventually.of_forall hf) (Eventually.of_forall hg) hg'
    ((cf.tendsto' 0 0 (by simp)).mono_left nhdsWithin_le_nhds)
    ((cg.tendsto' 0 0 (by simp)).mono_left nhdsWithin_le_nhds) hdiv
```

The claim is $d(x)/x^3 \to -1/3$ as $x \to 0$. Numerator and denominator both vanish at zero, so L'Hôpital's rule is applied once:
$$d'(x) = \cos x - x\sin x - \cos x = -x\sin x, \qquad (x^3)' = 3x^2,$$
$$\frac{d'(x)}{3x^2} = -\frac13\,\frac{\sin x}{x} \to -\frac13 .$$
Each condition of the rule has a name in the proof. The two derivatives are `hf` and `hg`. The symbol `∀ᶠ` reads "for all arguments close enough to the limit point", so `hg'` says that $3x^2 \neq 0$ for small nonzero $x$. Continuity (`cf`, `cg`) gives that both functions tend to zero, and `hdiv` is the limit of the ratio of derivatives, obtained from `tendsto_j0`. The Mathlib theorem `HasDerivAt.lhopital_zero_nhdsNE` assembles them.

A series expansion invites a mistake at this point. The terms linear in $x$ cancel in $d(x)$, so the sine is needed to third order:
$$d(x) = \Big(x - \frac{x^3}{2}\Big) - \Big(x - \frac{x^3}{6}\Big) + O(x^5) = -\frac{x^3}{3} + O(x^5).$$
Setting $\sin x \approx x$ while keeping $\cos x \approx 1 - x^2/2$ would give $-x^3/2$. One would then find $-4$ in place of $-6$ for the limit of $x^2P$, and a spurious band $E \approx \tfrac23|\mathbf k|^2$.

```lean
/-- For all small enough nonzero `x` the denominator of the potential function is nonzero. -/
theorem denominator_ne_zero : ∀ᶠ x : ℝ in 𝓝[≠] 0, x * cos x - sin x ≠ 0 := by
  have h := tendsto_denominator.eventually_ne (by norm_num : (-1 / 3 : ℝ) ≠ 0)
  refine h.mono fun x hx h0 => hx ?_
  show (x * cos x - sin x) / x ^ 3 = 0
  rw [h0, zero_div]
```

For all sufficiently small nonzero $x$ one has $d(x) \neq 0$. A quantity that tends to $-1/3$ is nonzero close to the limit point (`eventually_ne`), while $d(x) = 0$ would make $d(x)/x^3 = 0$.

```lean
/-- The product `x² P(x)` tends to `-6` as `x → 0`. -/
theorem tendsto_sq_mul_potentialS :
    Tendsto (fun x : ℝ => x ^ 2 * potentialS x) (𝓝[≠] 0) (𝓝 (-6)) := by
  have cc : Continuous fun x : ℝ => 2 * cos x := by fun_prop
  have hc : Tendsto (fun x : ℝ => 2 * cos x) (𝓝[≠] 0) (𝓝 2) :=
    (cc.tendsto' 0 2 (by simp)).mono_left nhdsWithin_le_nhds
  have h := hc.div tendsto_denominator (by norm_num)
  have e : (2 : ℝ) / (-1 / 3) = -6 := by norm_num
  rw [e] at h
  refine h.congr fun x => ?_
  -- x² P = 2 cos x / ((x cos x - sin x) / x³)
  show 2 * cos x / ((x * cos x - sin x) / x ^ 3) = x ^ 2 * potentialS x
  unfold potentialS
  rw [div_div_eq_mul_div]
  ring
```

This is the first main result, $\lim_{x\to0} x^2P(x) = -6$. By hand,
$$x^2P(x) = \frac{2x^3\cos x}{d(x)} = \frac{2\cos x}{d(x)/x^3} \to \frac{2}{-1/3} = -6 .$$
In the proof `hc` is the limit $2\cos x \to 2$, `hc.div tendsto_denominator` is the rule for the limit of a quotient whose denominator has a nonzero limit, and the last four lines are the algebraic rewriting. Lean sets $a/0 = 0$, which lets that rewriting go through for every $x$ without side conditions; the punctured neighbourhood and `denominator_ne_zero` show that near the limit point `potentialS` is a true quotient, so the limit is the physical one.

## From the potential function to the dispersion

```lean
/-- If `x → 0` through nonzero values, then `q² P(x) → -6 r` exactly when `q² / x² → r`. -/
theorem tendsto_potentialS_iff {α : Type*} {l : Filter α} (q x : α → ℝ)
    (hx : Tendsto x l (𝓝[≠] 0)) (r : ℝ) :
    Tendsto (fun a => q a ^ 2 * potentialS (x a)) l (𝓝 (-6 * r)) ↔
      Tendsto (fun a => q a ^ 2 / x a ^ 2) l (𝓝 r) := by
  have h6 : Tendsto (fun a => x a ^ 2 * potentialS (x a)) l (𝓝 (-6)) :=
    tendsto_sq_mul_potentialS.comp hx
  have hne : ∀ᶠ a in l, x a ≠ 0 :=
    (hx.eventually eventually_mem_nhdsWithin).mono fun a ha => ha
  constructor
  · -- divide by x² P(x)
    intro h
    have h' := h.div h6 (by norm_num)
    have e : -6 * r / (-6) = r := by ring
    rw [e] at h'
    refine h'.congr' ((h6.eventually_ne (by norm_num : (-6 : ℝ) ≠ 0)).mono fun a ha => ?_)
    have hP : potentialS (x a) ≠ 0 := right_ne_zero_of_mul ha
    show q a ^ 2 * potentialS (x a) / (x a ^ 2 * potentialS (x a)) = q a ^ 2 / x a ^ 2
    exact mul_div_mul_right _ _ hP
  · -- multiply by x² P(x)
    intro h
    rw [mul_comm (-6 : ℝ) r]
    refine (h.mul h6).congr' (hne.mono fun a ha => ?_)
    show q a ^ 2 / x a ^ 2 * (x a ^ 2 * potentialS (x a)) = q a ^ 2 * potentialS (x a)
    field_simp
```

Here $q$ and $x$ are two real functions of a common argument $a$, which runs over an arbitrary set `α`. The filter `l` specifies how $a$ approaches its limit: it may stand for $n \to \infty$ along a sequence, for a real parameter going to zero, or for a vector going to the origin. The single hypothesis `hx` says that $x(a) \to 0$ and that $x(a) \neq 0$ close to the limit. For any real number $r$ (no longer the radial distance) the theorem states the equivalence
$$q^2P(x) \to -6r \iff \frac{q^2}{x^2} \to r .$$
Substituting $x(a)$ in the previous theorem gives $x^2P(x) \to -6$ along the same approach, which is `h6`; this substitution is where both parts of `hx` are used. The tactic `constructor` splits the equivalence. From left to right, divide:
$$\frac{q^2P(x)}{x^2P(x)} \to \frac{-6r}{-6} = r .$$
Since $x^2P(x)$ is close to $-6$, the factor $P(x)$ is nonzero (`hP`) and cancels, leaving $q^2/x^2$. From right to left, multiply:
$$\frac{q^2}{x^2}\cdot x^2P(x) \to r\cdot(-6),$$
and the product equals $q^2P(x)$ because $x \neq 0$ (`hne`). The method `congr'` is what allows a function to be replaced by another that agrees with it only close to the limit point.

```lean
/-- If `x → 0` through nonzero values, then `q² P(x) → -6`
exactly when `x² / q² → 1`. -/
theorem parabolic_band_bottom {α : Type*} {l : Filter α} (q x : α → ℝ)
    (hx : Tendsto x l (𝓝[≠] 0)) :
    Tendsto (fun a => q a ^ 2 * potentialS (x a)) l (𝓝 (-6)) ↔
      Tendsto (fun a => x a ^ 2 / q a ^ 2) l (𝓝 1) := by
  have h := tendsto_potentialS_iff q x hx 1
  rw [mul_one] at h
  rw [h]
  constructor
  · intro h1
    simpa [inv_div] using h1.inv₀ one_ne_zero
  · intro h1
    simpa [inv_div] using h1.inv₀ one_ne_zero
```

With the same hypothesis on $x$,
$$q^2P(x) \to -6 \iff \frac{x^2}{q^2} \to 1 .$$
The proof sets $r = 1$ in the previous theorem and takes reciprocals with `inv₀`, which is allowed because the limit 1 is nonzero: $q^2/x^2 \to 1$ holds exactly when $x^2/q^2 \to 1$. Nothing is assumed about $q$, neither that it is small nor that it is nonzero. The limit $x^2/q^2 \to 1$ involves only squares, so it does not fix the relative sign of $x$ and $q$, and it gives the leading behaviour with no rate of convergence.

The assumption $x \to 0$ selects one pole of $P$ among many. Let $x_1 \approx 4.49$ be the first positive root of $\tan x = x$, where $d(x_1) = 0$. Near it $d(x) \approx -x_1\sin x_1\,(x - x_1)$, and with $\cot x_1 = 1/x_1$ this gives
$$P(x) \approx -\frac{2}{x_1\,(x - x_1)} .$$
The choice $x(q) = x_1 + q^2/(3x_1)$ then has $q^2P(x(q)) \to -6$ as $q \to 0$, while $x^2/q^2$ grows without bound. Such a branch ends at the energy $(x_1/w)^2$ and not at zero. This counter-example is ordinary analysis and has not been put through Lean.

```lean
/-- If a band `E(k) → 0` through positive values solves `P(w √E(k)) = S(k)` near `k = 0` and
the structure constant obeys `(w |k|)² S(k) → -6`, then `E(k) / |k|² → 1`. -/
theorem band_energy_parabolic (w : ℝ) (hw : 0 < w) (E S : EuclideanSpace ℝ (Fin 3) → ℝ)
    (hE : Tendsto E (𝓝[≠] 0) (𝓝[>] 0))
    (hsec : ∀ᶠ k in 𝓝[≠] 0, potentialS (w * √(E k)) = S k)
    (hS : Tendsto (fun k => (w * ‖k‖) ^ 2 * S k) (𝓝[≠] 0) (𝓝 (-6))) :
    Tendsto (fun k => E k / ‖k‖ ^ 2) (𝓝[≠] 0) (𝓝 1) := by
  obtain ⟨h0, hpos⟩ := tendsto_nhdsWithin_iff.1 hE
  have hpos' : ∀ᶠ k in 𝓝[≠] 0, 0 < E k := hpos.mono fun k hk => hk
  -- x = κ w tends to zero through nonzero values
  have hx : Tendsto (fun k => w * √(E k)) (𝓝[≠] 0) (𝓝[≠] 0) := by
    refine tendsto_nhdsWithin_iff.2 ⟨?_, hpos'.mono fun k hk => ?_⟩
    · simpa using h0.sqrt.const_mul w
    · exact (mul_pos hw (Real.sqrt_pos.2 hk)).ne'
  have hP : Tendsto (fun k => (w * ‖k‖) ^ 2 * potentialS (w * √(E k))) (𝓝[≠] 0) (𝓝 (-6)) := by
    refine hS.congr' (hsec.mono fun k hk => ?_)
    show (w * ‖k‖) ^ 2 * S k = (w * ‖k‖) ^ 2 * potentialS (w * √(E k))
    rw [hk]
  have h := (parabolic_band_bottom (fun k => w * ‖k‖) (fun k => w * √(E k)) hx).1 hP
  refine h.congr' (hpos'.mono fun k hk => ?_)
  show (w * √(E k)) ^ 2 / (w * ‖k‖) ^ 2 = E k / ‖k‖ ^ 2
  rw [mul_pow, mul_pow, Real.sq_sqrt hk.le, mul_div_mul_left _ _ (pow_ne_zero 2 hw.ne')]
```

This is the statement in physical variables. The sphere radius $w$ is positive (`hw`). The type `EuclideanSpace ℝ (Fin 3)` is $\mathbb R^3$ with the Euclidean length, so `‖k‖` is $|\mathbf k|$, and `E` and `S` are real functions of $\mathbf k$. All limits are taken as $\mathbf k \to 0$ with $\mathbf k \neq 0$, from all directions at once. The three hypotheses read as follows.

- `hE`: the band energy $E(\mathbf k)$ tends to zero and is positive near $\mathbf k = 0$; the symbol `𝓝[>] 0` means approach to zero from above. The zero of energy is the constant potential in the sphere.
- `hsec`: the secular equation $P\big(w\sqrt{E(\mathbf k)}\big) = S(\mathbf k)$ holds for all small nonzero $\mathbf k$.
- `hS`: the structure constant satisfies $(w|\mathbf k|)^2S(\mathbf k) \to -6$.

The conclusion is $E(\mathbf k)/|\mathbf k|^2 \to 1$. By hand, put $x = w\sqrt{E(\mathbf k)}$ and $q = w|\mathbf k|$. Then $x \to 0$ because the square root is continuous, and $x > 0$ because $w$ and $E$ are positive; this is `hx`. The secular equation turns `hS` into $q^2P(x) \to -6$, which is `hP`. The forward direction of `parabolic_band_bottom`, selected by `.1`, gives $x^2/q^2 \to 1$, and finally
$$\frac{x^2}{q^2} = \frac{w^2\big(\sqrt{E}\big)^2}{w^2|\mathbf k|^2} = \frac{E}{|\mathbf k|^2},$$
where the last line of the proof uses $(\sqrt E)^2 = E$ for $E \geq 0$ and cancels $w^2 \neq 0$.

No lattice appears in the statement. The function $S$ is arbitrary apart from `hsec` and `hS`, and its small-$\mathbf k$ behaviour is assumed, not obtained from a lattice sum. The band $E(\mathbf k)$ is also assumed: the theorem does not construct a solution of the secular equation, and it asks no continuity or smoothness of one. The secular equation is the scalar s-channel equation, so the coupling to $l \geq 1$ in the full determinant $\det[P_l\,\delta_{LL'} - S_{LL'}] = 0$, with $L = (l, m)$ the combined angular index, is left out. Negative energies and nonzero potentials are not treated.

```lean
/-- The branch `x(q) = sin q` tends to zero through nonzero values as `q → 0` and has
`q² P(x(q)) → -6`. -/
theorem parabolic_band_bottom_witness :
    Tendsto sin (𝓝[≠] 0) (𝓝[≠] 0) ∧
      Tendsto (fun q : ℝ => q ^ 2 * potentialS (sin q)) (𝓝[≠] 0) (𝓝 (-6)) := by
  have hx : Tendsto sin (𝓝[≠] 0) (𝓝[≠] 0) := by
    refine tendsto_nhdsWithin_iff.2 ⟨?_, ?_⟩
    · exact (continuous_sin.tendsto' 0 0 sin_zero).mono_left nhdsWithin_le_nhds
    · refine (tendsto_j0.eventually_ne one_ne_zero).mono fun q hq h0 => hq ?_
      have h0' : sin q = 0 := h0
      simp [j0, h0']
  refine ⟨hx, (parabolic_band_bottom (fun q : ℝ => q) sin hx).2 ?_⟩
  have h := tendsto_j0.pow 2
  rw [one_pow] at h
  refine h.congr fun q => ?_
  simp [j0, div_pow]

end

end FreeElectronBandBottom
```

The symbol `∧` is "and". The function $x(q) = \sin q$, with $q \to 0$ through nonzero real values, tends to zero through nonzero values, and it has $q^2P(\sin q) \to -6$. It is therefore a concrete branch, different from $x = q$, to which the forward direction of `parabolic_band_bottom` applies. For the first claim, $\sin q \to 0$ by continuity, and $\sin q \neq 0$ for small nonzero $q$ because $\sin q/q \to 1$ is nonzero there. For the second, squaring `tendsto_j0` gives $\sin^2 q/q^2 \to 1$, and the backward direction of the equivalence, selected by `.2`, converts this into the limit $-6$. The example concerns the variables $q$ and $x$ of `parabolic_band_bottom` and does not supply a pair $E$, $S$ on $\mathbb R^3$.

```lean
#print axioms FreeElectronBandBottom.potentialS_mul_logDeriv
#print axioms FreeElectronBandBottom.denominator_ne_zero
#print axioms FreeElectronBandBottom.parabolic_band_bottom
#print axioms FreeElectronBandBottom.band_energy_parabolic
```

```
'FreeElectronBandBottom.potentialS_mul_logDeriv' depends on axioms: [propext, Classical.choice, Quot.sound]
'FreeElectronBandBottom.denominator_ne_zero' depends on axioms: [propext, Classical.choice, Quot.sound]
'FreeElectronBandBottom.parabolic_band_bottom' depends on axioms: [propext, Classical.choice, Quot.sound]
'FreeElectronBandBottom.band_energy_parabolic' depends on axioms: [propext, Classical.choice, Quot.sound]
```
